# A constant potential induces no first-order density at fixed occupations: orthonormal orbitals on a finite grid

Space is taken here as a finite set X of grid points, and an orbital ψ_i as a complex function on X. The square root of the volume element is absorbed into ψ_i, so integrals become plain sums, and one electron in a normalised ψ_i puts the charge |ψ_i(x)|² at point x, in units of the electron's charge. The finite set ι of orbitals need not be complete; a real orthonormal basis of ℝⁿ is a special case.

```lean
import Mathlib

open Finset

namespace ChargeConservingResponse

noncomputable section

variable {ι X : Type*} [Fintype ι] [Fintype X]
```

## The pair sum and its exchange symmetry

Give each ordered pair of orbitals a real weight w_ij. With * for complex conjugation (`star` in Lean), the sum over all pairs is

K(x,y) = Σ_ij w_ij ψ_i*(x) ψ_j(x) ψ_j*(y) ψ_i(y).

```lean
/-- Pair sum over all orbital pairs, diagonal pairs included:
`∑ i j, w i j ψ_i*(x) ψ_j(x) ψ_j*(y) ψ_i(y)`. -/
def kernel (ψ : ι → X → ℂ) (w : ι → ι → ℝ) (x y : X) : ℂ :=
  ∑ i, ∑ j, (w i j : ℂ) * (star (ψ i x) * ψ j x) * (star (ψ j y) * ψ i y)
```

The factors at y are those of the matrix element of a real local potential v:

M_ij = ⟨ψ_j|v|ψ_i⟩ = Σ_y ψ_j*(y) v(y) ψ_i(y).

```lean
/-- The matrix element `⟨ψ_j| v |ψ_i⟩` of a real local potential `v`. -/
def coupling (ψ : ι → X → ℂ) (v : X → ℝ) (i j : ι) : ℂ :=
  ∑ y, star (ψ j y) * (v y : ℂ) * ψ i y
```

Exchanging x and y in K and renaming i ↔ j restores the orbital factors but turns w_ij into w_ji. In the proof, `Finset.sum_comm` does the renaming.

```lean
omit [Fintype X] in
/-- Exchanging the two points of the pair sum transposes the weights. -/
theorem kernel_swap (ψ : ι → X → ℂ) (w : ι → ι → ℝ) (x y : X) :
    kernel ψ w x y = kernel ψ (fun i j => w j i) y x := by
  unfold kernel
  rw [Finset.sum_comm]
  refine sum_congr rfl fun i _ => sum_congr rfl fun j _ => ?_
  ring
```

Orthonormality reads Σ_x ψ_i*(x) ψ_j(x) = δ_ij.

```lean
variable [DecidableEq ι]

/-- The orbitals are orthonormal on the grid `X`. -/
def IsOrthonormal (ψ : ι → X → ℂ) : Prop :=
  ∀ i j, ∑ x, star (ψ i x) * ψ j x = if i = j then 1 else 0
```

The response χ(x,y) is K with the diagonal weights set to zero, which leaves the pairs i ≠ j. Physically, the occupations are held fixed: orbitals mix, but none gains or loses electrons.

```lean
/-- The density response `χ(x,y)`: the pair sum restricted to distinct orbitals `i ≠ j`. -/
def chi (ψ : ι → X → ℂ) (w : ι → ι → ℝ) (x y : X) : ℂ :=
  kernel ψ (fun i j => if i = j then 0 else w i j) x y
```

The induced density is δn(x) = Σ_y χ(x,y) v(y).

```lean
/-- The density `∑ y, χ(x,y) v(y)` induced at `x` by a real potential `v`. -/
def inducedDensity (ψ : ι → X → ℂ) (w : ι → ι → ℝ) (v : X → ℝ) (x : X) : ℂ :=
  ∑ y, chi ψ w x y * (v y : ℂ)
```

For later use, the first-order change of an orbital is written as a mixture of the others, u_i = Σ_{j≠i} c_ij ψ_j. If the set is incomplete, this keeps only the part of the change within its span. The ψ_i component is left out, since for a normalised orbital it is only a change of phase to first order.

```lean
/-- The orbital change `u_i(x) = ∑ j ≠ i, c i j ψ_j(x)` with mixing coefficients `c`. -/
def orbitalShift (ψ : ι → X → ℂ) (c : ι → ι → ℂ) (i : ι) (x : X) : ℂ :=
  ∑ j, if i = j then 0 else c i j * ψ j x
```

## Why the rows vanish

Summing K over y produces an overlap:

Σ_y K(x,y) = Σ_ij w_ij ψ_i*(x) ψ_j(x) δ_ji = Σ_i w_ii |ψ_i(x)|².

Only diagonal pairs survive. The auxiliary fact `h` evaluates the overlap for each j.

```lean
/-- For orthonormal orbitals, the row sum of the full pair sum comes from the diagonal pairs
alone: it is `∑ i, w i i |ψ_i(x)|²`. -/
theorem kernel_row_sum {ψ : ι → X → ℂ} (hψ : IsOrthonormal ψ) (w : ι → ι → ℝ) (x : X) :
    ∑ y, kernel ψ w x y = ∑ i, (w i i : ℂ) * (star (ψ i x) * ψ i x) := by
  unfold kernel
  rw [Finset.sum_comm]
  refine sum_congr rfl fun i _ => ?_
  rw [Finset.sum_comm]
  -- the sum over `y` is an overlap of two orbitals
  have h : ∀ j, ∑ y, (w i j : ℂ) * (star (ψ i x) * ψ j x) * (star (ψ j y) * ψ i y)
      = if j = i then (w i j : ℂ) * (star (ψ i x) * ψ j x) else 0 := by
    intro j
    rw [← Finset.mul_sum, hψ j i, mul_ite, mul_one, mul_zero]
  rw [sum_congr rfl fun j _ => h j, Finset.sum_ite_eq' univ i, if_pos (mem_univ i)]
```

In χ the diagonal weights are zero, so Σ_y χ(x,y) = 0. For a constant potential a,

δn(x) = a Σ_y χ(x,y) = 0.

If also w_ij = w_ji, the exchange rule gives χ(x,y) = χ(y,x). The theorem states these three conclusions together; its proof uses the symmetry of the weights only for the symmetry of χ.

```lean
/-- For orthonormal orbitals and symmetric real weights, `χ` is symmetric, each of its rows sums to
zero, and a constant potential induces no density. -/
theorem charge_conservation {ψ : ι → X → ℂ} (hψ : IsOrthonormal ψ) {w : ι → ι → ℝ}
    (hw : ∀ i j, w i j = w j i) :
    (∀ x y, chi ψ w x y = chi ψ w y x) ∧
    (∀ x, ∑ y, chi ψ w x y = 0) ∧
    (∀ (a : ℝ) (x : X), inducedDensity ψ w (fun _ => a) x = 0) := by
  have hs : ∀ x y, chi ψ w x y = chi ψ w y x := by
    intro x y
    unfold chi
    rw [kernel_swap]
    congr 1
    funext i j
    simp only [hw j i, eq_comm (a := j) (b := i)]
  have hrow : ∀ x, ∑ y, chi ψ w x y = 0 := by
    intro x
    simp only [chi, kernel_row_sum hψ]
    simp
  refine ⟨hs, hrow, fun a x => ?_⟩
  unfold inducedDensity
  rw [← Finset.sum_mul, hrow, zero_mul]
```

For any real v, the total induced charge is Σ_y v(y) Σ_x χ(x,y). Each column of χ is a row for the transposed weights, whose diagonal is still zero, so the total vanishes even without symmetric weights.

```lean
/-- For orthonormal orbitals the total charge induced by any real potential is zero. -/
theorem total_induced_charge {ψ : ι → X → ℂ} (hψ : IsOrthonormal ψ) (w : ι → ι → ℝ)
    (v : X → ℝ) : ∑ x, inducedDensity ψ w v x = 0 := by
  unfold inducedDensity
  rw [Finset.sum_comm]
  refine sum_eq_zero fun y _ => ?_
  -- a column of `χ` is a row for the transposed weights
  rw [← Finset.sum_mul]
  simp only [chi, kernel_swap ψ _ _ y, kernel_row_sum hψ]
  simp
```

## Weights from perturbation theory

Let e_i be the orbital energies, all distinct, and f_i the occupations. The weights satisfy, for i ≠ j,

(e_i − e_j) w_ij = f_i − f_j.

Exchanging i and j gives the same equation for w_ji. Cancelling the nonzero factor e_i − e_j yields w_ij = w_ji.

```lean
omit [Fintype ι] in
/-- For distinct orbital energies `e`, weights that solve `(e_i - e_j) w_ij = f_i - f_j` for
`i ≠ j` are symmetric. -/
theorem weights_symm {e f : ι → ℝ} (he : Function.Injective e) {w : ι → ι → ℝ}
    (hw : ∀ i j, i ≠ j → (e i - e j) * w i j = f i - f j) (i j : ι) : w i j = w j i := by
  by_cases h : i = j
  · rw [h]
  · exact mul_left_cancel₀ (sub_ne_zero.2 (he.ne h))
      (by linear_combination hw i j h + hw j i (Ne.symm h))
```

First-order perturbation theory for non-interacting electrons gives (e_i − e_j) c_ij = M_ij. Since v is real, M_ji* = M_ij, and therefore c_ji* = −c_ij. In the density change

Σ_i f_i (ψ_i* u_i + u_i* ψ_i),

renaming i ↔ j in the second term gives ψ_i*(x) ψ_j(x) the coefficient

f_i c_ij + f_j c_ji* = (f_i − f_j) c_ij = w_ij M_ij.

This is `key` in the proof. Inserting the sum for M_ij gives Σ_y χ(x,y) v(y). The relations for c and w are hypotheses, not derived from a Hamiltonian, and degenerate levels are excluded.

```lean
/-- For distinct energies `e`, occupations `f` and first-order mixing coefficients `c` of a real
potential `v`, the density change `∑ i, f_i (ψ_i* u_i + u_i* ψ_i)` is the one given by `χ` with
weights solving `(e_i - e_j) w_ij = f_i - f_j`. -/
theorem first_order_density (ψ : ι → X → ℂ) {e f : ι → ℝ} (he : Function.Injective e)
    {w : ι → ι → ℝ} (hw : ∀ i j, i ≠ j → (e i - e j) * w i j = f i - f j)
    (v : X → ℝ) {c : ι → ι → ℂ}
    (hc : ∀ i j, i ≠ j → ((e i : ℂ) - e j) * c i j = coupling ψ v i j) (x : X) :
    ∑ i, (f i : ℂ) * (star (ψ i x) * orbitalShift ψ c i x
      + star (orbitalShift ψ c i x) * ψ i x) = inducedDensity ψ w v x := by
  have hr : ∀ r : ℝ, star (r : ℂ) = r := Complex.conj_ofReal
  have hM : ∀ i j, star (coupling ψ v j i) = coupling ψ v i j := by
    intro i j
    simp only [coupling, star_sum, star_mul', star_star, hr]
    refine sum_congr rfl fun y _ => ?_
    ring
  -- the two orderings of a pair combine into the occupation difference
  have key : ∀ i j, i ≠ j → (f i : ℂ) * c i j + f j * star (c j i)
      = w i j * coupling ψ v i j := by
    intro i j hij
    have hE : (e i : ℂ) - e j ≠ 0 := sub_ne_zero.2 (by exact_mod_cast he.ne hij)
    have h1 := hc i j hij
    have h2 := congrArg star (hc j i hij.symm)
    rw [hM, star_mul', star_sub, hr, hr] at h2
    have h3 : ((e i : ℂ) - e j) * w i j = f i - f j := by exact_mod_cast hw i j hij
    have hs : star (c j i) = -c i j :=
      mul_left_cancel₀ hE (by linear_combination h1 - h2)
    rw [hs, ← h1]
    linear_combination (-c i j) * h3
  have hstar : ∀ i, star (orbitalShift ψ c i x)
      = ∑ j, if i = j then 0 else star (c i j) * star (ψ j x) := by
    intro i
    unfold orbitalShift
    rw [star_sum]
    refine sum_congr rfl fun j _ => ?_
    split_ifs
    · exact star_zero _
    · exact star_mul' _ _
  calc _ = ∑ i, ∑ j, (if i = j then 0 else (f i : ℂ) * c i j * (star (ψ i x) * ψ j x))
        + ∑ i, ∑ j, (if i = j then 0 else
            (f i : ℂ) * star (c i j) * (star (ψ j x) * ψ i x)) := by
        rw [← Finset.sum_add_distrib]
        refine sum_congr rfl fun i _ => ?_
        rw [hstar]
        unfold orbitalShift
        rw [mul_add, Finset.mul_sum, Finset.sum_mul, Finset.mul_sum, Finset.mul_sum,
          ← Finset.sum_add_distrib, ← Finset.sum_add_distrib]
        refine sum_congr rfl fun j _ => ?_
        split_ifs <;> ring
    _ = ∑ i, ∑ j, (if i = j then 0 else (f i : ℂ) * c i j * (star (ψ i x) * ψ j x))
        + ∑ i, ∑ j, (if j = i then 0 else
            (f j : ℂ) * star (c j i) * (star (ψ i x) * ψ j x)) := by
        congr 1
        exact Finset.sum_comm
    _ = ∑ i, ∑ j, ((if i = j then 0 else w i j : ℝ) : ℂ) * (star (ψ i x) * ψ j x)
          * coupling ψ v i j := by
        rw [← Finset.sum_add_distrib]
        refine sum_congr rfl fun i _ => ?_
        rw [← Finset.sum_add_distrib]
        refine sum_congr rfl fun j _ => ?_
        by_cases h : i = j
        · subst h
          simp
        · simp only [if_neg h, if_neg (Ne.symm h)]
          linear_combination (star (ψ i x) * ψ j x) * key i j h
    _ = inducedDensity ψ w v x := by
        symm
        simp only [inducedDensity, chi, kernel, Finset.sum_mul]
        rw [Finset.sum_comm]
        refine sum_congr rfl fun i _ => ?_
        rw [Finset.sum_comm]
        refine sum_congr rfl fun j _ => ?_
        rw [coupling, Finset.mul_sum]
        refine sum_congr rfl fun y _ => ?_
        ring
```

## A polar dimer

Take two sites and the orbitals ψ_0 = (3/5, 4/5) and ψ_1 = (4/5, −3/5).

```lean
/-- Two real orbitals of a polar two-site molecule, `(3/5, 4/5)` and `(4/5, -3/5)`. -/
def dimer (i x : Fin 2) : ℂ :=
  ((![![3/5, 4/5], ![4/5, -3/5]] : Fin 2 → Fin 2 → ℝ) i x : ℂ)
```

Both are real, so conjugation does nothing.

```lean
/-- The dimer orbitals are real. -/
theorem dimer_real (i x : Fin 2) : star (dimer i x) = dimer i x :=
  Complex.conj_ofReal _
```

With weights −1, the two ordered pairs give χ(0,0) = −2 (12/25)² = −288/625. The entries between the sites have the opposite sign, and each row cancels.

```lean
/-- The dimer orbitals are orthonormal, and with all weights `-1` their response is `-288/625`
on each site and `288/625` between the sites. -/
theorem dimer_witness : IsOrthonormal dimer ∧
    ∀ x y, chi dimer (fun _ _ => -1) x y = if x = y then -288/625 else 288/625 := by
  constructor
  · intro i j
    simp only [dimer_real]
    fin_cases i <;> fin_cases j <;> simp [dimer, Fin.sum_univ_succ] <;> norm_num
  · intro x y
    simp only [chi, kernel, dimer_real]
    fin_cases x <;> fin_cases y <;> simp [dimer, Fin.sum_univ_succ] <;> norm_num
```

These weights belong to energies 0, 1 and occupations 1, 0. A unit potential on site 0 has M_01 = 12/25, hence c_01 = −12/25 and c_10 = 12/25. It moves a charge of 288/625 per unit of potential, to first order, from site 0 to site 1.

```lean
/-- For the dimer with energies `0, 1`, occupations `1, 0` and a unit potential on the first
site, the weights `-1` and mixing coefficients `∓12/25` solve the first-order relations. -/
theorem first_order_witness :
    (∀ i j : Fin 2, i ≠ j → ((![0, 1] : Fin 2 → ℝ) i - (![0, 1] : Fin 2 → ℝ) j) * (-1)
      = (![1, 0] : Fin 2 → ℝ) i - (![1, 0] : Fin 2 → ℝ) j) ∧
    (∀ i j : Fin 2, i ≠ j →
      (((![0, 1] : Fin 2 → ℝ) i : ℂ) - ((![0, 1] : Fin 2 → ℝ) j : ℂ))
        * (![![0, -12/25], ![12/25, 0]] : Fin 2 → Fin 2 → ℂ) i j
      = coupling dimer ![1, 0] i j) := by
  constructor
  · intro i j h
    fin_cases i <;> fin_cases j <;> simp at h ⊢
  · intro i j h
    simp only [coupling, dimer_real]
    fin_cases i <;> fin_cases j <;> simp [dimer, Fin.sum_univ_succ] at h ⊢ <;> norm_num

end

end ChargeConservingResponse
```

```lean
#print axioms ChargeConservingResponse.charge_conservation
#print axioms ChargeConservingResponse.total_induced_charge
#print axioms ChargeConservingResponse.weights_symm
#print axioms ChargeConservingResponse.first_order_density
```

```
'ChargeConservingResponse.charge_conservation' depends on axioms: [propext, Classical.choice, Quot.sound]
'ChargeConservingResponse.total_induced_charge' depends on axioms: [propext, Classical.choice, Quot.sound]
'ChargeConservingResponse.weights_symm' depends on axioms: [propext, Classical.choice, Quot.sound]
'ChargeConservingResponse.first_order_density' depends on axioms: [propext, Classical.choice, Quot.sound]
```

## Row sums in a response code

In a sum-over-states code for the non-interacting response at fixed occupations, the row sums of χ should vanish to rounding error if the orbitals are orthonormal in the grid sum. Completeness is not used, so they vanish for any number of empty orbitals, and the check says nothing about convergence in that number. Nor does it test normalisation: only overlaps of distinct orbitals enter, so rescaling orthogonal orbitals leaves the row sums zero. What it can reveal is an overlap between orbitals of different occupation. The constant vector is a null vector of χ, so the equation χv = δn determines the potential at best up to a constant, which can be fixed, for example, by requiring v to have zero mean.
